# The exponential of a nilpotent operator is a polynomial in its amplitude scale

If some power of an operator vanishes, its exponential series stops after finitely many terms, as happens for the cluster operator of a finite number of electrons, which only excites electrons out of a reference determinant. The lemma takes any element `A` of a ring that is an algebra over the rationals, with `A ^ N = 0`, and forms the polynomial whose coefficient at degree k is Aᵏ/k!, for k below `N`. It states that the value of this polynomial at a rational number s is exp(sA); no Hamiltonian or wavefunction enters, and the ring need not be commutative. The attempt first shows that (sA)ᴺ = 0, so that exp(sA) is also a sum of `N` terms, and then compares the two sums term by term.

The first attempt, which Lean rejects:

```lean
import Mathlib

open Polynomial

namespace CoupledClusterFactorization

noncomputable section

variable {R : Type*} [Ring R] [Algebra ℚ R]

/-- The exponential series of `A` up to order `N - 1`, as a polynomial in the amplitude scale. -/
def expPoly (N : ℕ) (A : R) : R[X] :=
  ∑ k ∈ Finset.range N, monomial k ((k.factorial : ℚ)⁻¹ • A ^ k)

/-- If `A ^ N = 0`, the value of `expPoly N A` at the rational scale `s` is the finite exponential
of `s A`. -/
theorem expPoly_eval {N : ℕ} {A : R} (hA : A ^ N = 0) (s : ℚ) :
    (expPoly N A).eval (algebraMap ℚ R s) = IsNilpotent.exp (s • A) := by
  have hs : (s • A) ^ N = 0 := by rw [smul_pow, hA, smul_zero]
  rw [IsNilpotent.exp_eq_sum hs, expPoly, eval_finset_sum]
  refine Finset.sum_congr rfl fun k _ => ?_
  rw [eval_monomial, smul_pow, ← map_pow, ← Algebra.commutes, ← Algebra.smul_def]
  exact smul_comm _ _ _

end

end CoupledClusterFactorization
```

Compiling this gives:

```
Main.lean:19:38: error: Ambiguous term
  smul_pow
Possible interpretations:
  _root_.smul_pow : ∀ (r : ?m.42) (x : ?m.43) (n : ℕ), (r • x) ^ n = r ^ n • x ^ n
  
  Polynomial.smul_pow : ?m.44 → ℕ → ?m.42 → ?m.44
Main.lean:20:42: warning: `Polynomial.eval_finset_sum` has been deprecated: Use `Polynomial.eval_finsetSum` instead
Main.lean:22:21: error: Ambiguous term
  smul_pow
Possible interpretations:
  _root_.smul_pow : ∀ (r : ?m.87) (x : ?m.88) (n : ℕ), (r • x) ^ n = r ^ n • x ^ n
  
  Polynomial.smul_pow : ?m.89 → ℕ → ?m.87 → ?m.89
Main.lean:18:71: error: unsolved goals
R : Type u_1
inst✝¹ : Ring R
inst✝ : Algebra ℚ R
N : ℕ
A : R
hA : A ^ N = 0
s : ℚ
hs : (s • A) ^ N = 0
k : ℕ
x✝ : k ∈ Finset.range N
⊢ (↑k.factorial)⁻¹ • A ^ k * (algebraMap ℚ R) s ^ k = (↑k.factorial)⁻¹ • (s • A) ^ k
```

This version goes through:

```diff
@@ -17,8 +17,8 @@
 theorem expPoly_eval {N : ℕ} {A : R} (hA : A ^ N = 0) (s : ℚ) :
     (expPoly N A).eval (algebraMap ℚ R s) = IsNilpotent.exp (s • A) := by
-  have hs : (s • A) ^ N = 0 := by rw [smul_pow, hA, smul_zero]
-  rw [IsNilpotent.exp_eq_sum hs, expPoly, eval_finset_sum]
+  have hs : (s • A) ^ N = 0 := by rw [_root_.smul_pow, hA, smul_zero]
+  rw [IsNilpotent.exp_eq_sum hs, expPoly, eval_finsetSum]
   refine Finset.sum_congr rfl fun k _ => ?_
-  rw [eval_monomial, smul_pow, ← map_pow, ← Algebra.commutes, ← Algebra.smul_def]
+  rw [eval_monomial, _root_.smul_pow, ← map_pow, ← Algebra.commutes, ← Algebra.smul_def]
   exact smul_comm _ _ _
 
```

Cause. Both "Ambiguous term" errors have one cause. The file has `open Polynomial`, so the short name `smul_pow` can mean either `_root_.smul_pow`, the rule (r • x)ⁿ = rⁿ • xⁿ that the proof needs, or `Polynomial.smul_pow`, which by its displayed type is a function and not an equation. `rw` could at most unfold that function where it occurs, and it occurs in neither goal. But `rw` has to settle what the name means before it looks for anything to rewrite, and nothing at that point decides between the two.

The "unsolved goals" error follows from the second ambiguity. In the goal shown, `eval_monomial` has already acted, but `(s • A) ^ k` has not been split and the later rewrites have not been made.

Writing `_root_.smul_pow` in both places names the intended lemma in full, and this cures all three errors. The change from `eval_finset_sum` to `eval_finsetSum` is mere tidying: the old name still worked and gave only a deprecation warning.
